# Bond phases on a Hermitian nearest-neighbour ring enter the secular determinant only through their sum

Q: For a tight-binding ring in a magnetic field, I replace the bond phases θᵢ by their average before diagonalising. With equal sites and equal hopping strengths, plane waves then solve the problem. What entitles me to move the phases around?

A: The secular determinant doesn't notice, provided the sum Φ of the phases stays fixed. More generally, take two Hermitian nearest-neighbour rings H and G with N ≥ 3 sites, the same diagonal, and hoppings hᵢ = H(i,i+1) and gᵢ = G(i,i+1) with |hᵢ| = |gᵢ| on each bond. Then, for every complex E,

det(E − H) − det(E − G) = −2 Re(∏ᵢ hᵢ − ∏ᵢ gᵢ).

Q: Show me without the computer.

A: Write M = E − H and expand over permutations σ of the sites:

det M = Σ_σ sgn(σ) ∏ᵢ M(σ(i), i).

A term survives only if σ moves each site by at most one step. Suppose σ(i) = i+1 but σ(i+1) ≠ i. Site i+1 is already taken as an image, so σ(i+1) = i+2. Nor can i+2 go back to i+1, so it too moves forward, and so on round the ring: σ is the cyclic shift. An unpaired backward step likewise gives the inverse shift.

Every other surviving σ consists of fixed sites and swapped bonds. It contributes only factors E − H(i,i) and

M(i,i+1) M(i+1,i) = |hᵢ|²,

which are the same for G. These terms cancel in the difference. Each shift has sign (−1)^(N+1), and its N factors of −1 from the hoppings give (−1)^N, so the two shifts together contribute

−(∏ᵢ hᵢ + ∏ᵢ h̄ᵢ) = −2 Re ∏ᵢ hᵢ.

Subtracting the same expression for G gives the result.

Q: How does the code know that the sites form a ring?

A: They are labelled by `ZMod N`, the integers modulo N, so the last site plus one is the first. `IsRing` sets to zero every entry that is neither diagonal nor between neighbours. It doesn't require the neighbour entries to be nonzero, so a broken ring is allowed.

In Lean 4 with Mathlib:

```lean
import Mathlib

open Matrix ComplexConjugate

namespace LondonRing

variable {N : ℕ}

/-- A matrix on the sites of a ring couples only each site to itself and to its
nearest neighbours. -/
def IsRing (M : Matrix (ZMod N) (ZMod N) ℂ) : Prop :=
  ∀ i j, j ≠ i → j ≠ i + 1 → i ≠ j + 1 → M i j = 0

/-- The cyclic shift moves every site of the ring one step forward. -/
def shift (N : ℕ) : Equiv.Perm (ZMod N) := Equiv.addRight 1
```

Q: And the magnetic field?

A: It enters as given real phases. `londonRing` has site energies `a`, real hopping strengths `t` and hopping entries tᵢ exp(iθᵢ) in row i, column i+1, with their complex conjugates in the transposed positions. Physically, θᵢ stands for the line integral of the vector potential along a bond, in units of ħ/e and up to the sign of the charge, so that Φ measures the enclosed flux. That identification is an input to the model.

```lean
/-- The ring with on-site energies `a`, real hopping strengths `t` and magnetic bond
phases `θ`. -/
noncomputable def londonRing (a t θ : ZMod N → ℝ) : Matrix (ZMod N) (ZMod N) ℂ :=
  fun i j => if j = i then (a i : ℂ)
    else if j = i + 1 then (t i : ℂ) * Complex.exp (θ i * Complex.I)
    else if i = j + 1 then star ((t j : ℂ) * Complex.exp (θ j * Complex.I)) else 0
```

Q: Where does N ≥ 3 enter the proof?

A: It keeps i, i+1 and i+2 distinct, as the propagation argument needs. `steps_ne_zero` says so, and `eq_shift_of_step` then runs the argument by induction on the number of steps `k`.

```lean
/-- On a ring of at least three sites, neither one step nor two steps lead back to the
starting site. -/
theorem steps_ne_zero (hN : 3 ≤ N) : (1 : ZMod N) ≠ 0 ∧ (2 : ZMod N) ≠ 0 := by
  have h2 : (2 : ZMod N) ≠ 0 := by
    intro h
    have h' : ((2 : ℕ) : ZMod N) = 0 := by exact_mod_cast h
    have hd := (CharP.cast_eq_zero_iff (ZMod N) N 2).mp h'
    have := Nat.le_of_dvd (by norm_num) hd
    omega
  exact ⟨fun h => h2 (by linear_combination 2 * h), h2⟩

/-- On a ring of at least three sites, a permutation that moves each site by at most one
step, and makes one forward step without swapping the two sites, is the cyclic shift. -/
theorem eq_shift_of_step [NeZero N] (hN : 3 ≤ N) (σ : Equiv.Perm (ZMod N))
    (hσ : ∀ i, σ i = i ∨ σ i = i + 1 ∨ i = σ i + 1) {i : ZMod N}
    (h1 : σ i = i + 1) (h2 : σ (i + 1) ≠ i) : σ = shift N := by
  -- the forward step propagates around the ring
  have key : ∀ k : ℕ, σ (i + k) = i + k + 1 ∧ σ (i + k + 1) ≠ i + k := by
    intro k
    induction k with
    | zero => simpa using And.intro h1 h2
    | succ k ih =>
      obtain ⟨a, b⟩ := ih
      have c : σ (i + k + 1) = i + k + 1 + 1 := by
        rcases hσ (i + k + 1) with h | h | h
        · exact absurd (σ.injective (h.trans a.symm))
            (fun e => (steps_ne_zero hN).1 (by linear_combination e))
        · exact h
        · exact absurd (add_right_cancel h).symm b
      have d : σ (i + k + 1 + 1) ≠ i + k + 1 := fun h =>
        (steps_ne_zero hN).2 (by linear_combination σ.injective (h.trans a.symm))
      have e : i + ((k + 1 : ℕ) : ZMod N) = i + k + 1 := by push_cast; ring
      rw [e]
      exact ⟨c, d⟩
  refine Equiv.ext fun j => ?_
  have h := (key (j - i).val).1
  have e : i + (j - i) = j := by ring
  rw [ZMod.natCast_zmod_val, e] at h
  exact h
```

The sign comes from identifying the shift with Mathlib's `finRotate`.

```lean
/-- The cyclic shift of `N` sites has sign `(-1)^(N+1)`. -/
theorem sign_shift [NeZero N] : Equiv.Perm.sign (shift N) = (-1) ^ (N + 1) := by
  cases N with
  | zero => exact absurd rfl (NeZero.ne 0)
  | succ n =>
    have h : shift (n + 1) = finRotate (n + 1) :=
      Equiv.ext fun i => (finRotate_apply (n := n + 1) i).symm
    have e : (-1 : ℤˣ) ^ (n + 1 - 1) = (-1) ^ (n + 1 + 1) := by
      rw [Nat.add_sub_cancel, pow_succ, pow_succ, mul_assoc, neg_mul_neg, one_mul, mul_one]
    rw [h]
    exact (sign_finRotate (n + 1)).trans e
```

Q: What about the swapped bonds?

A: `prod_of_swaps` splits the product into fixed sites, forward steps and backward steps. It relabels each backward step by the bond it crosses, which puts the two entries of a bond side by side.

```lean
/-- On a ring of at least three sites, a permutation made of fixed sites and swapped bonds
contributes only diagonal entries and products of the two entries on a bond. -/
theorem prod_of_swaps [NeZero N] (hN : 3 ≤ N) (σ : Equiv.Perm (ZMod N))
    (hσ : ∀ i, σ i = i ∨ σ i = i + 1 ∨ i = σ i + 1)
    (hs : ∀ i, σ i = i + 1 ↔ σ (i + 1) = i) (M : Matrix (ZMod N) (ZMod N) ℂ) :
    ∏ i, M (σ i) i = ∏ i, ((if σ i = i then M i i else 1) *
      (if σ i = i + 1 then M i (i + 1) * M (i + 1) i else 1)) := by
  obtain ⟨o, w⟩ := steps_ne_zero hN
  -- backward steps are relabelled by the bond they cross
  have hF : ∏ i, (if i = σ i + 1 then M (σ i) i else 1) =
      ∏ i, (if σ i = i + 1 then M i (i + 1) else 1) := by
    refine (Equiv.prod_comp (shift N) _).symm.trans ?_
    refine Finset.prod_congr rfl fun i _ => ?_
    change (if i + 1 = σ (i + 1) + 1 then M (σ (i + 1)) (i + 1) else 1) = _
    by_cases h : σ i = i + 1
    · have h' := (hs i).1 h
      have e : i + 1 = σ (i + 1) + 1 := by rw [h']
      rw [if_pos h, if_pos e, h']
    · have e : ¬ i + 1 = σ (i + 1) + 1 := fun e =>
        h ((hs i).2 (add_right_cancel e).symm)
      rw [if_neg h, if_neg e]
  have split : ∏ i, M (σ i) i = ∏ i, ((if σ i = i then M i i else 1) *
      (if σ i = i + 1 then M (i + 1) i else 1) *
      (if i = σ i + 1 then M (σ i) i else 1)) := by
    refine Finset.prod_congr rfl fun i _ => ?_
    rcases hσ i with h | h | h
    · have n1 : ¬ σ i = i + 1 := fun e => o (by linear_combination h - e)
      have n2 : ¬ i = σ i + 1 := fun e => o (by linear_combination -h - e)
      rw [if_pos h, if_neg n1, if_neg n2, mul_one, mul_one, h]
    · have n1 : ¬ σ i = i := fun e => o (by linear_combination e - h)
      have n2 : ¬ i = σ i + 1 := fun e => w (by linear_combination -h - e)
      rw [if_neg n1, if_pos h, if_neg n2, one_mul, mul_one, h]
    · have n1 : ¬ σ i = i := fun e => o (by linear_combination -h - e)
      have n2 : ¬ σ i = i + 1 := fun e => w (by linear_combination -h - e)
      rw [if_neg n1, if_neg n2, if_pos h, one_mul, one_mul]
  rw [split, Finset.prod_mul_distrib, hF, ← Finset.prod_mul_distrib]
  refine Finset.prod_congr rfl fun i _ => ?_
  split_ifs <;> ring
```

`det_sub_det` assembles the expansion. `Fintype.sum_eq_add` isolates the two shifts; every other term either vanishes in both matrices or agrees between them. For an unpaired backward step, the propagation lemma is applied to the inverse permutation. Hermiticity isn't used yet: equal diagonals and equal bond products suffice.

```lean
/-- If two ring matrices on at least three sites, Hermitian or not, share their diagonals and
the product of the two entries on each bond, their determinants differ only by the products
taken once around the ring in either direction. -/
theorem det_sub_det [NeZero N] (hN : 3 ≤ N) {A B : Matrix (ZMod N) (ZMod N) ℂ}
    (hA : IsRing A) (hB : IsRing B) (hd : ∀ i, A i i = B i i)
    (hb : ∀ i, A i (i + 1) * A (i + 1) i = B i (i + 1) * B (i + 1) i) :
    A.det - B.det = (-1) ^ (N + 1) * ((∏ i, A i (i + 1) + ∏ i, A (i + 1) i) -
      (∏ i, B i (i + 1) + ∏ i, B (i + 1) i)) := by
  have hne : shift N ≠ (shift N).symm := by
    intro h
    have e : shift N (shift N 0) = 0 :=
      (congrArg (shift N) (DFunLike.congr_fun h 0)).trans ((shift N).apply_symm_apply 0)
    change (0 + 1 + 1 : ZMod N) = 0 at e
    exact (steps_ne_zero hN).2 (by linear_combination e)
  have p1 : ∀ M : Matrix (ZMod N) (ZMod N) ℂ,
      ∏ i, M (shift N i) i = ∏ i, M (i + 1) i := fun _ => rfl
  have p2 : ∀ M : Matrix (ZMod N) (ZMod N) ℂ,
      ∏ i, M ((shift N).symm i) i = ∏ i, M i (i + 1) := by
    intro M
    refine (Equiv.prod_comp (shift N) _).symm.trans ?_
    exact Finset.prod_congr rfl fun i _ =>
      congrArg₂ M ((shift N).symm_apply_apply i) rfl
  rw [Matrix.det_apply', Matrix.det_apply', ← Finset.sum_sub_distrib,
    Fintype.sum_eq_add (shift N) (shift N).symm hne]
  · rw [Equiv.Perm.sign_symm, sign_shift, p1 A, p1 B, p2 A, p2 B]
    push_cast
    ring
  · -- all other permutations give equal terms
    rintro σ ⟨hc, hc'⟩
    by_cases hσ : ∀ i, σ i = i ∨ σ i = i + 1 ∨ i = σ i + 1
    · have hs : ∀ i, σ i = i + 1 ↔ σ (i + 1) = i := by
        intro i
        constructor
        · intro h
          by_contra h2
          exact hc (eq_shift_of_step hN σ hσ h h2)
        · intro h
          by_contra h2
          have hτ : ∀ j, σ.symm j = j ∨ σ.symm j = j + 1 ∨ j = σ.symm j + 1 := by
            intro j
            have q := hσ (σ.symm j)
            rw [Equiv.apply_symm_apply] at q
            rcases q with q | q | q
            · exact Or.inl q.symm
            · exact Or.inr (Or.inr q)
            · exact Or.inr (Or.inl q)
          have e := eq_shift_of_step hN σ.symm hτ (i := i)
            ((Equiv.symm_apply_eq σ).2 h.symm)
            (fun q => h2 ((Equiv.symm_apply_eq σ).1 q).symm)
          exact hc' (by rw [← e, Equiv.symm_symm])
      rw [prod_of_swaps hN σ hσ hs A, prod_of_swaps hN σ hσ hs B]
      simp only [hd, hb, sub_self]
    · push Not at hσ
      obtain ⟨i, h0, h1, h2⟩ := hσ
      have zA : ∏ j, A (σ j) j = 0 :=
        Finset.prod_eq_zero (Finset.mem_univ i) (hA (σ i) i h0.symm h2 h1)
      have zB : ∏ j, B (σ j) j = 0 :=
        Finset.prod_eq_zero (Finset.mem_univ i) (hB (σ i) i h0.symm h2 h1)
      rw [zA, zB, sub_self]
```

Q: Does the main theorem then say what you claimed?

A: Yes. In `secular_sub_secular`, hᵢ is `H i (i + 1)`, `hd` equates the diagonals and `hb` the moduli. The right-hand side is a real number independent of E, even when E is complex. Inside the proof, `circ` adds the two conjugate circulations and `s` combines the signs to −1.

```lean
/-- For two Hermitian rings of at least three sites with equal diagonals and equal hopping
moduli on each bond, the secular determinants differ by an energy-independent constant, fixed
by the real parts of the hopping products around the ring. -/
theorem secular_sub_secular [NeZero N] (hN : 3 ≤ N) {H G : Matrix (ZMod N) (ZMod N) ℂ}
    (hH : H.IsHermitian) (hG : G.IsHermitian) (rH : IsRing H) (rG : IsRing G)
    (hd : ∀ i, H i i = G i i) (hb : ∀ i, ‖H i (i + 1)‖ = ‖G i (i + 1)‖) (E : ℂ) :
    (E • (1 : Matrix (ZMod N) (ZMod N) ℂ) - H).det - (E • 1 - G).det =
      ((-2 * (∏ i, H i (i + 1) - ∏ i, G i (i + 1)).re : ℝ) : ℂ) := by
  have off : ∀ (X : Matrix (ZMod N) (ZMod N) ℂ) (i j : ZMod N), i ≠ j →
      (E • (1 : Matrix (ZMod N) (ZMod N) ℂ) - X) i j = -X i j := by
    intro X i j h
    simp [Matrix.one_apply_ne h]
  have n1 : ∀ i : ZMod N, i ≠ i + 1 := fun i e =>
    (steps_ne_zero hN).1 (by linear_combination -e)
  have ring' : ∀ X : Matrix (ZMod N) (ZMod N) ℂ, IsRing X →
      IsRing (E • (1 : Matrix (ZMod N) (ZMod N) ℂ) - X) := by
    intro X hX i j h0 h1 h2
    rw [off X i j h0.symm, hX i j h0 h1 h2, neg_zero]
  have back : ∀ X : Matrix (ZMod N) (ZMod N) ℂ, X.IsHermitian →
      ∀ i, X (i + 1) i = conj (X i (i + 1)) := fun X hX i => (hX.apply (i + 1) i).symm
  -- the two circulations are complex conjugates of each other
  have circ : ∀ X : Matrix (ZMod N) (ZMod N) ℂ, X.IsHermitian →
      ∏ i, (E • (1 : Matrix (ZMod N) (ZMod N) ℂ) - X) i (i + 1) +
        ∏ i, (E • (1 : Matrix (ZMod N) (ZMod N) ℂ) - X) (i + 1) i =
      (-1) ^ N * ((2 * (∏ i, X i (i + 1)).re : ℝ) : ℂ) := by
    intro X hX
    have neg : ∀ f : ZMod N → ℂ, ∏ i, -f i = (-1) ^ N * ∏ i, f i := by
      intro f
      have e : ∀ i, -f i = (-1) * f i := fun i => by ring
      simp only [e]
      rw [Finset.prod_mul_distrib, Finset.prod_const, Finset.card_univ, ZMod.card]
    rw [Finset.prod_congr rfl (fun i _ => off X i (i + 1) (n1 i)),
      Finset.prod_congr rfl (fun i _ => off X (i + 1) i (n1 i).symm), neg, neg,
      Finset.prod_congr rfl (fun i _ => back X hX i), ← map_prod, ← mul_add,
      Complex.add_conj]
  have s : (-1 : ℂ) ^ (N + 1) * (-1) ^ N = -1 := by
    rw [← pow_add]
    exact Odd.neg_one_pow ⟨N, by ring⟩
  rw [det_sub_det hN (ring' H rH) (ring' G rG), circ H hH, circ G hG, Complex.sub_re]
  · push_cast
    linear_combination (2 * ((∏ i, H i (i + 1)).re : ℂ) -
      2 * ((∏ i, G i (i + 1)).re : ℂ)) * s
  · intro i
    simp [hd i]
  · intro i
    rw [off H _ _ (n1 i), off H _ _ (n1 i).symm, off G _ _ (n1 i), off G _ _ (n1 i).symm,
      neg_mul_neg, neg_mul_neg, back H hH, back G hG, Complex.mul_conj, Complex.mul_conj,
      Complex.normSq_eq_norm_sq, Complex.normSq_eq_norm_sq, hb i]
```

Q: Must the moduli match bond by bond?

A: Having the same moduli in another order isn't enough. Take N = 3, diagonal (1, 0, 0), h = (1, 0, 0) and g = (0, 1, 0). Both ring products vanish, yet

det(E − H) = E³ − E² − E
det(E − G) = E³ − E² − E + 1.

Q: I measure energies, not determinants.

A: The roots of det(E − H), with multiplicity, are the orbital energies, so equal determinants mean equal spectra. The next theorem says that the determinants agree at all E exactly when the real parts of the ring products agree; setting E = 0 gives the forward direction.

```lean
/-- Two Hermitian rings of at least three sites with equal diagonals and equal hopping moduli
on each bond have the same secular determinant at all energies exactly when the real parts of
their hopping products around the ring agree. -/
theorem secular_eq_iff [NeZero N] (hN : 3 ≤ N) {H G : Matrix (ZMod N) (ZMod N) ℂ}
    (hH : H.IsHermitian) (hG : G.IsHermitian) (rH : IsRing H) (rG : IsRing G)
    (hd : ∀ i, H i i = G i i) (hb : ∀ i, ‖H i (i + 1)‖ = ‖G i (i + 1)‖) :
    (∀ E : ℂ, (E • (1 : Matrix (ZMod N) (ZMod N) ℂ) - H).det = (E • 1 - G).det) ↔
      (∏ i, H i (i + 1)).re = (∏ i, G i (i + 1)).re := by
  have key := secular_sub_secular hN hH hG rH rG hd hb
  constructor
  · intro h
    have k := key 0
    rw [h 0, sub_self, Complex.sub_re] at k
    have k' := Complex.ofReal_eq_zero.mp k.symm
    linarith
  · intro h E
    have k := key E
    rw [Complex.sub_re, h, sub_self, mul_zero, Complex.ofReal_zero] at k
    exact sub_eq_zero.mp k
```

Q: And for explicit phases?

A: `londonRing_witness` checks that the London ring meets the hypotheses. `london_secular` compares it with the same ring at zero phase: the determinant changes by 2 (1 − cos Φ) ∏ᵢ tᵢ.

```lean
/-- On at least three sites the London ring is a Hermitian ring matrix with diagonal `a` and
hoppings `t exp(iθ)`. -/
theorem londonRing_witness (hN : 3 ≤ N) (a t θ : ZMod N → ℝ) :
    (londonRing a t θ).IsHermitian ∧ IsRing (londonRing a t θ) ∧
      (∀ i, londonRing a t θ i i = a i) ∧
      ∀ i, londonRing a t θ i (i + 1) = t i * Complex.exp (θ i * Complex.I) := by
  obtain ⟨o, w⟩ := steps_ne_zero hN
  refine ⟨Matrix.IsHermitian.ext fun i j => ?_, fun i j h0 h1 h2 => ?_, fun i => ?_,
    fun i => ?_⟩
  · by_cases h0 : j = i
    · subst h0
      simp [londonRing]
    have h0' : ¬ i = j := fun e => h0 e.symm
    unfold londonRing
    by_cases h1 : j = i + 1
    · have n : ¬ i = j + 1 := fun e => w (by linear_combination -e - h1)
      simp only [if_neg h0, if_neg h0', if_neg n, if_pos h1, star_star]
    · by_cases h2 : i = j + 1
      · simp only [if_neg h0, if_neg h0', if_neg h1, if_pos h2]
      · simp only [if_neg h0, if_neg h0', if_neg h1, if_neg h2, star_zero]
  · unfold londonRing
    rw [if_neg h0, if_neg h1, if_neg h2]
  · unfold londonRing
    rw [if_pos rfl]
  · have n : ¬ i + 1 = i := fun e => o (by linear_combination e)
    unfold londonRing
    rw [if_neg n, if_pos rfl]

/-- On a London ring of at least three sites, the bond phases shift the secular determinant from its
zero-phase value by `2 (∏ t) (1 - cos Φ)`, where `Φ` is the sum of the phases. -/
theorem london_secular [NeZero N] (hN : 3 ≤ N) (a t θ : ZMod N → ℝ) (E : ℂ) :
    (E • (1 : Matrix (ZMod N) (ZMod N) ℂ) - londonRing a t θ).det =
      (E • 1 - londonRing a t (fun _ => 0)).det +
        ((2 * (∏ i, t i) * (1 - Real.cos (∑ i, θ i)) : ℝ) : ℂ) := by
  have P : ∀ φ : ZMod N → ℝ, (∏ i, londonRing a t φ i (i + 1)).re =
      (∏ i, t i) * Real.cos (∑ i, φ i) := by
    intro φ
    rw [Finset.prod_congr rfl (fun i _ => (londonRing_witness hN a t φ).2.2.2 i),
      Finset.prod_mul_distrib, ← Complex.exp_sum, ← Finset.sum_mul, ← Complex.ofReal_prod,
      ← Complex.ofReal_sum, Complex.re_ofReal_mul, Complex.exp_ofReal_mul_I_re]
  obtain ⟨h1, r1, d1, b1⟩ := londonRing_witness hN a t θ
  obtain ⟨h0, r0, d0, b0⟩ := londonRing_witness hN a t (fun _ => 0)
  have key := secular_sub_secular hN h1 h0 r1 r0 (fun i => (d1 i).trans (d0 i).symm)
    (fun i => by
      rw [b1, b0, norm_mul, norm_mul, Complex.norm_exp_ofReal_mul_I,
        Complex.norm_exp_ofReal_mul_I]) E
  rw [Complex.sub_re, P, P, Finset.sum_const_zero, Real.cos_zero] at key
  push_cast at key ⊢
  linear_combination key

end LondonRing
```

```lean
#print axioms LondonRing.secular_eq_iff
-- 'LondonRing.secular_eq_iff' depends on axioms: [propext, Classical.choice, Quot.sound]
#print axioms LondonRing.london_secular
-- 'LondonRing.london_secular' depends on axioms: [propext, Classical.choice, Quot.sound]
```

Q: Give me numbers.

A: Take three sites with a = 0 and t = 1. At zero phase,

det(E − H) = E³ − 3E − 2 = (E − 2)(E + 1)².

For Φ = π/2 the shift is 2, leaving E³ − 3E, with energies 0 and ±√3. Spreading the phase as π/6 per bond gives the plane-wave energies 2 cos(π/6 + 2πk/3), which are the same three numbers. Putting it all on one bond, with hoppings i, 1, 1, gives the same cubic.

Q: So how far may I rely on this in a ring-current calculation?

A: As long as the sum Φ is kept, it lets you choose the phase distribution freely when computing orbital energies of a finite, non-interacting, nearest-neighbour ring with orthonormal orbitals. The unit matrix multiplying E encodes the orthonormality; London orbitals with overlap would need an overlap matrix there. The site energies and hopping strengths must also stay fixed as you redistribute the phases.
